# Conjugation with sublattice exchange reverses the staggered potential in the Rice-Mele lower-band projector

For the two-band, non-interacting Rice-Mele model with real hoppings `v` and `w`, real staggered potential `D` and real momentum `k`, let H be the Bloch matrix and E the upper band energy. The theorem says that taking the complex conjugate of (1 - H/E)/2 and exchanging the two sublattices gives the same matrix with `D` replaced by `-D`, at the same `k`. Where E is nonzero this matrix is the projector onto the lower band; where E is zero Lean sets the inverse of E to zero, so the matrix is half the identity and the equation still holds. The attempt first shows that E does not change when `D` changes sign, then compares the two sides entry by entry with `simp`.

In Lean, a first try:

```lean
import Mathlib

open Matrix ComplexConjugate
open scoped ComplexOrder

namespace LowerProjNeg

noncomputable section

/-- The Bloch hopping amplitude `v + w exp(-ik)` between the two sublattices. -/
def hop (v w k : ℝ) : ℂ := v + w * Complex.exp (-(k * Complex.I))

/-- The Rice-Mele Bloch matrix with staggered potential `D`. -/
def bloch (D v w k : ℝ) : Matrix (Fin 2) (Fin 2) ℂ :=
  !![(D : ℂ), hop v w k; conj (hop v w k), -(D : ℂ)]

/-- The upper band energy `√(D² + |v + w exp(-ik)|²)`. -/
def energy (D v w k : ℝ) : ℝ := √(D ^ 2 + Complex.normSq (hop v w k))

/-- The matrix `(1 - H/E)/2`, meant for momenta where the energy `E` is nonzero. -/
def lowerProj (D v w k : ℝ) : Matrix (Fin 2) (Fin 2) ℂ :=
  (1 / 2 : ℂ) • (1 - (energy D v w k : ℂ)⁻¹ • bloch D v w k)

/-- The exchange of the two sublattices. -/
def swap : Matrix (Fin 2) (Fin 2) ℂ := !![0, 1; 1, 0]

/-- Complex conjugation followed by sublattice exchange reverses the staggered potential
in `(1 - H/E)/2` at fixed momentum. -/
theorem lowerProj_neg (D v w k : ℝ) :
    lowerProj (-D) v w k = swap * (lowerProj D v w k).map (starRingEnd ℂ) * swap := by
  have hE : energy (-D) v w k = energy D v w k := by simp [energy]
  rw [lowerProj, lowerProj, hE]
  ext i j
  fin_cases i <;> fin_cases j <;>
    simp [bloch, swap, Matrix.mul_apply, Fin.sum_univ_two]

end

end LowerProjNeg
```

Messages:

```
Main.lean:30:84: error: unsolved goals
case «0».«0»
D v w k : ℝ
hE : energy (-D) v w k = energy D v w k
⊢ 2⁻¹ * (1 + (↑(energy D v w k))⁻¹ * ↑D) =
    (![0, 1] ᵥ*
        (2⁻¹ •
              (1 -
                !![(↑(energy D v w k))⁻¹ * ↑D, (↑(energy D v w k))⁻¹ * hop v w k;
                  (↑(energy D v w k))⁻¹ * (starRingEnd ℂ) (hop v w k), -((↑(energy D v w k))⁻¹ * ↑D)])).map
          ⇑(starRingEnd ℂ))
      1

case «0».«1»
D v w k : ℝ
hE : energy (-D) v w k = energy D v w k
⊢ -(2⁻¹ * ((↑(energy D v w k))⁻¹ * hop v w k)) =
    (![0, 1] ᵥ*
        (2⁻¹ •
              (1 -
                !![(↑(energy D v w k))⁻¹ * ↑D, (↑(energy D v w k))⁻¹ * hop v w k;
                  (↑(energy D v w k))⁻¹ * (starRingEnd ℂ) (hop v w k), -((↑(energy D v w k))⁻¹ * ↑D)])).map
          ⇑(starRingEnd ℂ))
      0

case «1».«0»
D v w k : ℝ
hE : energy (-D) v w k = energy D v w k
⊢ -(2⁻¹ * ((↑(energy D v w k))⁻¹ * (starRingEnd ℂ) (hop v w k))) =
    (![1, 0] ᵥ*
        (2⁻¹ •
              (1 -
                !![(↑(energy D v w k))⁻¹ * ↑D, (↑(energy D v w k))⁻¹ * hop v w k;
                  (↑(energy D v w k))⁻¹ * (starRingEnd ℂ) (hop v w k), -((↑(energy D v w k))⁻¹ * ↑D)])).map
          ⇑(starRingEnd ℂ))
      1

case «1».«1»
D v w k : ℝ
hE : energy (-D) v w k = energy D v w k
⊢ 2⁻¹ * (1 - (↑(energy D v w k))⁻¹ * ↑D) =
    (![1, 0] ᵥ*
        (2⁻¹ •
              (1 -
                !![(↑(energy D v w k))⁻¹ * ↑D, (↑(energy D v w k))⁻¹ * hop v w k;
                  (↑(energy D v w k))⁻¹ * (starRingEnd ℂ) (hop v w k), -((↑(energy D v w k))⁻¹ * ↑D)])).map
          ⇑(starRingEnd ℂ))
      0
```

Diagnosis. The single error lists four unsolved goals, one for each matrix entry, and all four have the same cause. `simp` works on inner terms first, so it met the product of `swap` with the conjugated matrix before any indices were applied to it. Its default lemmas for explicit matrices turned that product into rows such as `![0, 1] ᵥ* ...`. `Matrix.mul_apply` expands an entry of a matrix product, so it no longer applied there, and the conjugated matrix stayed sealed inside `.map`.

The repair expands the entries first, using `simp only` with a short list that leaves out those default lemmas. Both products become sums over entries, and `Matrix.map_apply` moves the conjugation onto single entries. The final `simp` can then evaluate the four cases.

The new fact `h2` says that conjugation leaves 2 unchanged, which is needed for the prefactor 1/2. The messages do not show whether `simp` could have found this without help, since the first attempt never got that far.

The mended proof, as a diff:

```diff
@@ -30,8 +30,9 @@
     lowerProj (-D) v w k = swap * (lowerProj D v w k).map (starRingEnd ℂ) * swap := by
   have hE : energy (-D) v w k = energy D v w k := by simp [energy]
+  have h2 : (starRingEnd ℂ) 2 = 2 := Complex.ext (by simp) (by simp)
   rw [lowerProj, lowerProj, hE]
   ext i j
-  fin_cases i <;> fin_cases j <;>
-    simp [bloch, swap, Matrix.mul_apply, Fin.sum_univ_two]
+  simp only [swap, Matrix.mul_apply, Fin.sum_univ_two, Matrix.map_apply]
+  fin_cases i <;> fin_cases j <;> simp [bloch, h2]
 
 end
```
